# The criterion g > max(0, −w) for stripe order in a quartic Landau model of two vector order parameters

A magnet on a square lattice that can order at the two wave vectors (π, 0) and (0, π) has two vector amplitudes, M₁ and M₂. A gradient-following minimiser without noise, started from a stripe seed with M₂ = 0, never leaves the set M₂ = 0: the free energy is even in M₂, so its gradient with respect to M₂ vanishes there for all couplings. Such a run reports a stripe phase even where a state with both amplitudes non-zero lies lower. A phase label refers to the global minimum, which such a run does not test. For the isotropic quartic free energy below, with at least two spin components, a negative quadratic coefficient and a positive quartic part, the condition for every global minimum to be a stripe is two inequalities on the couplings.

## Free energy, lower bound and criterion

Let M₁, M₂ ∈ ℝⁿ, where n = 3 describes Heisenberg spins and n = 2 planar spins. Write x = ‖M₁‖², y = ‖M₂‖², P = ⟨M₁, M₂⟩, S = x + y and D = x − y. With real couplings a, u, g, w the free energy is

F = aS + uS² − gD² + 4wP²

A stripe state has exactly one of M₁, M₂ equal to zero. The condition a < 0 places the system below the mean-field ordering temperature. The condition u > max(0, g, −w) makes the quartic part positive along the three competing directions: it equals (u − g)S² when one vector vanishes, uS² for orthogonal vectors of equal length, and (u + w)S² for M₁ = M₂.

With m = min(g, g + w), the bound that holds for all couplings is

F ≥ aS + (u − g)S² + 4m·xy

For n ≥ 2, a < 0 and u > max(0, g, −w) the criterion reads

every global minimizer is a stripe state ⇔ g > max(0, −w)

## Labelling a phase diagram and checking a converged run

In a mean-field treatment of magnetic order whose energy has been reduced to this spatially uniform, spin-isotropic quartic form, the criterion decides whether the ground state must be single-wave-vector order. A code meets it in three places.

The first is the label. After converting its couplings to the convention above, with the minus sign in front of g and the factor 4 in front of w, the code marks a point with n ≥ 2, a < 0 and u > max(0, g, −w) as stripe if g > 0 and g + w > 0. The test g > 0 alone is not enough. For a = −1, u = 2, g = 1/2, w = −1 the best stripe state has F = −1/6, and the state M₁ = M₂ with S = 1/2 has F = −1/4.

The second is the fit. Energies computed at fixed amplitudes along the three directions give the quartic coefficients u − g, u and u + w, and the stripe condition g > max(0, −w) holds exactly when u − g is strictly the smallest of them.

The third is the convergence check. In the stripe regime set S* = −a/(2(u − g)) and F* = −a²/(4(u − g)). The bound, after completing the square, gives

F − F* ≥ (u − g)(S − S*)² + 4m·xy

so a state within ε of F* has xy ≤ ε/(4m) and |S − S*| ≤ √(ε/(u − g)). Near the phase boundary m is small and the energy constrains the minority amplitude only weakly.

## From Cauchy–Schwarz to the two competing states

Since D² = S² − 4xy, the free energy can be written

F = aS + (u − g)S² + 4g·xy + 4wP²

Cauchy–Schwarz gives 0 ≤ P² ≤ xy. If w ≥ 0, then 4wP² ≥ 0 and m = g. If w ≤ 0, then 4wP² ≥ 4w·xy and m = g + w. Both cases give the bound.

For k ≠ 0 and S_k = −a/(2k), completing the square gives

aS + kS² = k(S − S_k)² − a²/(4k)

If k > 0 and F ≥ aS + kS² everywhere, then F ≥ −a²/(4k) everywhere, and a state that saturates the inequality and has S = S_k is a global minimizer.

Suppose g > max(0, −w), which is the same as m > 0, and take k = u − g > 0, so that S_k = S* > 0 because a < 0. When one vector vanishes, xy = 0 and P = 0, hence F = aS + (u − g)S². A state (v, 0) with ‖v‖² = S* therefore has F = F*. A global minimizer satisfies F ≤ F*, and the bound turns this into

(u − g)(S − S*)² + 4m·xy ≤ 0

Both terms are non-negative, so both vanish: xy = 0 and S = S*. One vector is zero, and S* > 0 keeps the other one non-zero. Conversely, m·xy ≥ 0 gives F ≥ aS + (u − g)S² everywhere, so every state with one zero vector and S = S* is a minimizer.

Now suppose g ≤ max(0, −w). If w ≥ 0, this means g ≤ 0, and

F = aS + uS² + (−g)D² + 4wP² ≥ aS + uS²

with equality for D = 0 and P = 0. For orthonormal e₁, e₂, which exist because n ≥ 2, the state M₁ = √(S_u/2) e₁, M₂ = √(S_u/2) e₂ is a minimizer with two non-zero vectors. If w ≤ 0, the assumption means g ≤ −w. Writing 4P² = S² − D² − 4(xy − P²) gives

F = aS + (u + w)S² + (−w − g)D² + 4(−w)(xy − P²) ≥ aS + (u + w)S²

with equality for M₁ = M₂. The state M₁ = M₂ = √(S_{u+w}/2) e₁ is a minimizer and again not a stripe.

For n = 1 the overlap obeys P² = xy, so 4wP² = wS² − wD², and F with couplings (u, g, w) equals F with couplings (u + w, g + w, 0). The stripe conditions for the shifted couplings are 0 < g + w < u + w, that is −w < g < u, with no sign condition on g.

## The Lean file

```lean
import Mathlib

open scoped InnerProductSpace

namespace StripeMagnetism

noncomputable section

variable {E : Type*} [NormedAddCommGroup E] [InnerProductSpace ℝ E]

/-- Total squared amplitude `S = |M₁|² + |M₂|²` of the two magnetic order parameters. -/
def total (M₁ M₂ : E) : ℝ := ‖M₁‖ ^ 2 + ‖M₂‖ ^ 2

/-- Imbalance `D = |M₁|² - |M₂|²` of the two magnetic order parameters. -/
def imbalance (M₁ M₂ : E) : ℝ := ‖M₁‖ ^ 2 - ‖M₂‖ ^ 2

/-- Landau free energy `F = a S + u S² - g D² + 4 w (M₁·M₂)²`. -/
def freeEnergy (a u g w : ℝ) (M₁ M₂ : E) : ℝ :=
  a * total M₁ M₂ + u * total M₁ M₂ ^ 2 - g * imbalance M₁ M₂ ^ 2 + 4 * w * ⟪M₁, M₂⟫_ℝ ^ 2

/-- The pair `(M₁, M₂)` is a global minimizer of the free energy. -/
def IsGlobalMin (a u g w : ℝ) (M₁ M₂ : E) : Prop :=
  ∀ N₁ N₂ : E, freeEnergy a u g w M₁ M₂ ≤ freeEnergy a u g w N₁ N₂

/-- Stripe state: exactly one of the two order parameters vanishes. -/
def IsStripe (M₁ M₂ : E) : Prop := (M₁ = 0 ∧ M₂ ≠ 0) ∨ (M₁ ≠ 0 ∧ M₂ = 0)

/-- The squared amplitude `-a / (2k)` belonging to a quartic coefficient `k`. -/
def amp (a k : ℝ) : ℝ := -a / (2 * k)

/-- Cauchy-Schwarz inequality for the overlap of the two order parameters. -/
theorem overlap_sq_le (M₁ M₂ : E) : ⟪M₁, M₂⟫_ℝ ^ 2 ≤ ‖M₁‖ ^ 2 * ‖M₂‖ ^ 2 :=
  calc ⟪M₁, M₂⟫_ℝ ^ 2 = |⟪M₁, M₂⟫_ℝ| ^ 2 := (sq_abs _).symm
    _ ≤ (‖M₁‖ * ‖M₂‖) ^ 2 := pow_le_pow_left₀ (abs_nonneg _) (abs_real_inner_le_norm M₁ M₂) 2
    _ = ‖M₁‖ ^ 2 * ‖M₂‖ ^ 2 := by ring

/-- Completing the square in the one-variable Landau function `a S + k S²`. -/
theorem complete_square (a S : ℝ) {k : ℝ} (hk : k ≠ 0) :
    a * S + k * S ^ 2 = k * (S - amp a k) ^ 2 - a ^ 2 / (4 * k) := by
  unfold amp
  field_simp
  ring

/-- If `F ≥ a S + k S²` everywhere with `k > 0`, a state that saturates this bound and has
`S = -a / (2k)` is a global minimizer. -/
theorem isGlobalMin_of_bound {a u g w k : ℝ} {M₁ M₂ : E} (hk : 0 < k)
    (hb : ∀ N₁ N₂ : E, a * total N₁ N₂ + k * total N₁ N₂ ^ 2 ≤ freeEnergy a u g w N₁ N₂)
    (hS : total M₁ M₂ = amp a k)
    (hF : freeEnergy a u g w M₁ M₂ = a * total M₁ M₂ + k * total M₁ M₂ ^ 2) :
    IsGlobalMin a u g w M₁ M₂ := by
  intro N₁ N₂
  have h1 := hb N₁ N₂
  have e1 := complete_square a (total N₁ N₂) hk.ne'
  have e2 := complete_square a (total M₁ M₂) hk.ne'
  have e3 : k * (total M₁ M₂ - amp a k) ^ 2 = 0 := by rw [hS]; ring
  have h2 := mul_nonneg hk.le (sq_nonneg (total N₁ N₂ - amp a k))
  linarith

/-- Lower bound `F ≥ a S + (u - g) S² + 4 min(g, g + w) |M₁|² |M₂|²` for all couplings. -/
theorem stripe_bound (a u g w : ℝ) (M₁ M₂ : E) :
    a * total M₁ M₂ + (u - g) * total M₁ M₂ ^ 2 + 4 * (min g (g + w) * (‖M₁‖ ^ 2 * ‖M₂‖ ^ 2))
      ≤ freeEnergy a u g w M₁ M₂ := by
  unfold freeEnergy total imbalance
  rcases le_total 0 w with hw | hw
  · rw [min_eq_left (by linarith)]
    nlinarith [mul_nonneg hw (sq_nonneg ⟪M₁, M₂⟫_ℝ)]
  · rw [min_eq_right (by linarith)]
    nlinarith [mul_nonneg (neg_nonneg.2 hw) (sub_nonneg.2 (overlap_sq_le M₁ M₂))]

/-- For `a < 0` and `max(0, -w) < g < u`, in a space with a non-zero vector, the global minimizers
are exactly the states with a vanishing order parameter and `S = -a / (2(u - g))`. -/
theorem isGlobalMin_iff [Nontrivial E] {a u g w : ℝ} (ha : a < 0) (hu : g < u) (hg : 0 < g)
    (hw : -w < g) (M₁ M₂ : E) :
    IsGlobalMin a u g w M₁ M₂ ↔ (M₁ = 0 ∨ M₂ = 0) ∧ total M₁ M₂ = amp a (u - g) := by
  have hk : 0 < u - g := by linarith
  have hc : 0 < min g (g + w) := lt_min hg (by linarith)
  have hzero : ∀ N₁ N₂ : E, (N₁ = 0 ∨ N₂ = 0) →
      freeEnergy a u g w N₁ N₂ = a * total N₁ N₂ + (u - g) * total N₁ N₂ ^ 2 := by
    rintro N₁ N₂ (rfl | rfl) <;>
      simp only [freeEnergy, total, imbalance, norm_zero, inner_zero_left, inner_zero_right] <;>
      ring
  constructor
  · intro h
    -- compare with the state `(v, 0)` of optimal amplitude
    have hs : 0 ≤ amp a (u - g) := (div_pos (by linarith) (by linarith)).le
    obtain ⟨x, hx⟩ := exists_ne (0 : E)
    have hx' : ‖x‖ ≠ 0 := norm_ne_zero_iff.2 hx
    obtain ⟨v, hv⟩ : ∃ v : E, total v 0 = amp a (u - g) := by
      refine ⟨(Real.sqrt (amp a (u - g)) / ‖x‖) • x, ?_⟩
      rw [total, norm_zero, norm_smul, mul_pow, Real.norm_eq_abs, sq_abs, div_pow,
        Real.sq_sqrt hs, div_mul_cancel₀ _ (pow_ne_zero 2 hx')]
      ring
    have h1 := h v 0
    have h2 := hzero v 0 (Or.inr rfl)
    have h3 := stripe_bound a u g w M₁ M₂
    have e1 := complete_square a (total M₁ M₂) hk.ne'
    have e2 := complete_square a (total v 0) hk.ne'
    have e3 : (u - g) * (total v 0 - amp a (u - g)) ^ 2 = 0 := by rw [hv]; ring
    have hA : 0 ≤ (u - g) * (total M₁ M₂ - amp a (u - g)) ^ 2 := by positivity
    have hB : 0 ≤ min g (g + w) * (‖M₁‖ ^ 2 * ‖M₂‖ ^ 2) := by positivity
    -- both non-negative excess terms must vanish
    have hA0 : (u - g) * (total M₁ M₂ - amp a (u - g)) ^ 2 = 0 := by linarith
    have hB0 : min g (g + w) * (‖M₁‖ ^ 2 * ‖M₂‖ ^ 2) = 0 := by linarith
    constructor
    · simpa using (mul_eq_zero.1 hB0).resolve_left hc.ne'
    · exact sub_eq_zero.1 (pow_eq_zero_iff two_ne_zero |>.1
        ((mul_eq_zero.1 hA0).resolve_left hk.ne'))
  · rintro ⟨h0, hS⟩
    refine isGlobalMin_of_bound hk (fun N₁ N₂ => ?_) hS (hzero _ _ h0)
    have hB : 0 ≤ min g (g + w) * (‖N₁‖ ^ 2 * ‖N₂‖ ^ 2) := by positivity
    linarith [stripe_bound a u g w N₁ N₂]

/-- For `a < 0` and `max(0, -w) < g < u`, in a space with a non-zero vector, every global minimizer
is a stripe state. -/
theorem isStripe_of_isGlobalMin [Nontrivial E] {a u g w : ℝ} (ha : a < 0) (hu : g < u)
    (hg : 0 < g) (hw : -w < g) {M₁ M₂ : E} (h : IsGlobalMin a u g w M₁ M₂) :
    IsStripe M₁ M₂ := by
  obtain ⟨h0, hS⟩ := (isGlobalMin_iff ha hu hg hw M₁ M₂).1 h
  have hs : 0 < amp a (u - g) := div_pos (by linarith) (by linarith)
  have hne : ¬ (M₁ = 0 ∧ M₂ = 0) := by
    rintro ⟨rfl, rfl⟩
    rw [← hS] at hs
    simp [total] at hs
  unfold IsStripe
  tauto

/-- For `g ≤ 0 ≤ w` and `u > 0`, orthogonal order parameters of equal length with
`S = -a / (2u)` are a global minimizer. -/
theorem orthogonal_isGlobalMin {a u g w : ℝ} (hu : 0 < u) (hg : g ≤ 0) (hw : 0 ≤ w)
    {M₁ M₂ : E} (hP : ⟪M₁, M₂⟫_ℝ = 0) (hn : ‖M₁‖ = ‖M₂‖) (hS : total M₁ M₂ = amp a u) :
    IsGlobalMin a u g w M₁ M₂ := by
  refine isGlobalMin_of_bound hu (fun N₁ N₂ => ?_) hS ?_
  · unfold freeEnergy
    nlinarith [mul_nonneg (neg_nonneg.2 hg) (sq_nonneg (imbalance N₁ N₂)),
      mul_nonneg hw (sq_nonneg ⟪N₁, N₂⟫_ℝ)]
  · rw [freeEnergy, imbalance, hP, hn]
    ring

/-- For `w ≤ 0`, `g ≤ -w` and `u > -w`, the collinear state `M₁ = M₂ = M` with
`S = -a / (2(u + w))` is a global minimizer. -/
theorem collinear_isGlobalMin {a u g w : ℝ} (hu : -w < u) (hg : g ≤ -w) (hw : w ≤ 0)
    {M : E} (hS : total M M = amp a (u + w)) : IsGlobalMin a u g w M M := by
  refine isGlobalMin_of_bound (by linarith) (fun N₁ N₂ => ?_) hS ?_
  · have h1 := mul_nonneg (sub_nonneg.2 hg) (sq_nonneg (imbalance N₁ N₂))
    have h2 := mul_nonneg (neg_nonneg.2 hw) (sub_nonneg.2 (overlap_sq_le N₁ N₂))
    unfold freeEnergy
    unfold total imbalance at *
    nlinarith [h1, h2]
  · simp only [freeEnergy, total, imbalance, real_inner_self_eq_norm_sq]
    ring

/-- For `n ≥ 2` components, `a < 0` and `u > max(0, g, -w)`: every global minimizer of the free
energy is a stripe state if and only if `g > max(0, -w)`. -/
theorem stripe_phase_iff {n : ℕ} (hn : 2 ≤ n) {a u g w : ℝ} (ha : a < 0)
    (hu : max 0 (max g (-w)) < u) :
    (∀ M₁ M₂ : EuclideanSpace ℝ (Fin n), IsGlobalMin a u g w M₁ M₂ → IsStripe M₁ M₂) ↔
      max 0 (-w) < g := by
  simp only [max_lt_iff] at hu ⊢
  obtain ⟨hu0, hug, huw⟩ := hu
  obtain ⟨e₁, e₂, h1, h2, h12⟩ : ∃ e₁ e₂ : EuclideanSpace ℝ (Fin n),
      ‖e₁‖ = 1 ∧ ‖e₂‖ = 1 ∧ ⟪e₁, e₂⟫_ℝ = 0 := by
    have hb := (EuclideanSpace.basisFun (Fin n) ℝ).orthonormal
    have hij : (⟨0, by omega⟩ : Fin n) ≠ ⟨1, by omega⟩ := by simp
    exact ⟨_, _, hb.1 _, hb.1 _, hb.2 hij⟩
  have hsc : ∀ e : EuclideanSpace ℝ (Fin n), ‖e‖ = 1 → ∀ s : ℝ, 0 < s →
      ‖Real.sqrt (s / 2) • e‖ ^ 2 = s / 2 ∧ Real.sqrt (s / 2) • e ≠ 0 := by
    intro e he s hs
    have h : ‖Real.sqrt (s / 2) • e‖ ^ 2 = s / 2 := by
      rw [norm_smul, he, mul_one, Real.norm_eq_abs, sq_abs, Real.sq_sqrt (by linarith)]
    refine ⟨h, fun h0 => ?_⟩
    rw [h0, norm_zero] at h
    linarith
  constructor
  · intro h
    by_contra hcon
    rcases le_total 0 w with hw | hw
    · -- the orthogonal state is a minimizer with both vectors non-zero
      have hg : g ≤ 0 := not_lt.1 fun hg => hcon ⟨hg, by linarith⟩
      have hs : 0 < amp a u := div_pos (by linarith) (by linarith)
      obtain ⟨p1, q1⟩ := hsc e₁ h1 _ hs
      obtain ⟨p2, q2⟩ := hsc e₂ h2 _ hs
      have hst := h _ _ (orthogonal_isGlobalMin (a := a) hu0 hg hw
        (M₁ := Real.sqrt (amp a u / 2) • e₁) (M₂ := Real.sqrt (amp a u / 2) • e₂)
        (by rw [real_inner_smul_left, real_inner_smul_right, h12]; ring)
        (by rw [norm_smul, norm_smul, h1, h2]) (by rw [total, p1, p2]; ring))
      exact hst.elim (fun t => q1 t.1) (fun t => q2 t.2)
    · -- the collinear state is a minimizer with both vectors non-zero
      have hg : g ≤ -w := not_lt.1 fun hg => hcon ⟨by linarith, hg⟩
      have hs : 0 < amp a (u + w) := div_pos (by linarith) (by linarith)
      obtain ⟨p1, q1⟩ := hsc e₁ h1 _ hs
      have hst := h _ _ (collinear_isGlobalMin (a := a) huw hg hw
        (M := Real.sqrt (amp a (u + w) / 2) • e₁) (by rw [total, p1]; ring))
      exact hst.elim (fun t => q1 t.1) (fun t => q1 t.2)
  · rintro ⟨hg, hw⟩ M₁ M₂ h
    have : Nontrivial (EuclideanSpace ℝ (Fin n)) := ⟨⟨_, 0, (hsc e₁ h1 1 one_pos).2⟩⟩
    exact isStripe_of_isGlobalMin ha hug hg hw h

/-- For one-component order parameters, `a < 0` and `-w < g < u` already make every global
minimizer a stripe state, whatever the sign of `g`. -/
theorem isStripe_of_isGlobalMin_real {a u g w : ℝ} (ha : a < 0) (hu : g < u) (hw : -w < g)
    {M₁ M₂ : ℝ} (h : IsGlobalMin a u g w M₁ M₂) : IsStripe M₁ M₂ := by
  have hP : ∀ x y : ℝ, ⟪x, y⟫_ℝ ^ 2 = ‖x‖ ^ 2 * ‖y‖ ^ 2 := by
    intro x y
    have hxy : ⟪x, y⟫_ℝ = y * x := by simp [mul_comm]
    rw [hxy, Real.norm_eq_abs, Real.norm_eq_abs, sq_abs, sq_abs]
    ring
  -- in one dimension `w` is absorbed into `u` and `g`
  have hF : ∀ x y : ℝ, freeEnergy a (u + w) (g + w) 0 x y = freeEnergy a u g w x y := by
    intro x y
    simp only [freeEnergy, total, imbalance, hP]
    ring
  refine isStripe_of_isGlobalMin (u := u + w) (g := g + w) (w := 0) ha (by linarith)
    (by linarith) (by linarith) (fun N₁ N₂ => ?_)
  rw [hF, hF]
  exact h N₁ N₂

end

end StripeMagnetism
```

```lean
#print axioms StripeMagnetism.stripe_phase_iff
#print axioms StripeMagnetism.isStripe_of_isGlobalMin_real
```

```
'StripeMagnetism.stripe_phase_iff' depends on axioms: [propext, Classical.choice, Quot.sound]
'StripeMagnetism.isStripe_of_isGlobalMin_real' depends on axioms: [propext, Classical.choice, Quot.sound]
```

## Definitions and theorems in physical terms

The amplitudes live in a real inner-product space `E`. `total`, `imbalance` and `freeEnergy` are S, D and F, `⟪M₁, M₂⟫_ℝ` is P, and `amp a k` is S_k. `IsGlobalMin` says that F at (M₁, M₂) is at most F at every pair (N₁, N₂), and `IsStripe` says that exactly one vector is zero, which excludes the disordered state.

`stripe_phase_iff` is the criterion, with `E` taken as `EuclideanSpace ℝ (Fin n)` and hypotheses `2 ≤ n`, `a < 0` and `max 0 (max g (-w)) < u`. `isGlobalMin_iff` gives the complete set of minimizers for a < 0 and max(0, −w) < g < u in any space with a non-zero vector, so the stripe side of the criterion is not an empty statement. `isStripe_of_isGlobalMin_real` treats n = 1 with `E` equal to ℝ.

## How the lemmas follow the algebra

`overlap_sq_le` is P² ≤ xy and `complete_square` is the identity for aS + kS². `isGlobalMin_of_bound` applies that identity at the candidate and at an arbitrary competitor and adds k(S − S_k)² ≥ 0. `stripe_bound` splits on the sign of w and passes `nlinarith` the non-negative product of each case, wP² or (−w)(xy − P²).

In `isGlobalMin_iff`, `hzero` evaluates F when one vector vanishes, and v is a non-zero vector rescaled to squared length S*. `hA` and `hB` are the two non-negative excess terms, and `hA0` and `hB0` say that they vanish. `isStripe_of_isGlobalMin` adds S* > 0. `orthogonal_isGlobalMin` and `collinear_isGlobalMin` feed the bounds with k = u and k = u + w into `isGlobalMin_of_bound`; in the second, `h1` and `h2` are the terms (−w − g)D² and (−w)(xy − P²). The main proof takes e₁, e₂ as the basis vectors with indices 0 and 1, gets squared length s/2 and non-vanishing of √(s/2) e from `hsc`, and argues the forward direction by contradiction with the same split on w. For n = 1, `hF` is the shift of couplings.

## Couplings for which the equivalence breaks

With one component, take a = −1, u = 2, g = −1/2, w = 1. Here −w < g < u, so every minimizer is a stripe, although g > max(0, −w) is false. The stripe has F = −1/10 and the collinear state F = −1/12, while the orthogonal state with F = −1/8 does not exist for n = 1.

With a > 0 and max(0, −w) < g < u, the bound gives F > 0 for S > 0. The minimizer is M₁ = M₂ = 0, which is not a stripe.

With a = −1, u = 1, g = 1/2, w = −2, the condition u > −w fails, and along M₁ = M₂ the energy −S − S² is unbounded below. No minimizer exists, so the left side of the criterion holds trivially while g > 2 is false.

## Limits of the result

The ε estimates, the gradient remark and the numerical examples follow from the formulas above and are not theorems of the file. The theorems concern global minimizers in exact real arithmetic; they say nothing about local minima, about the path of an optimiser, or about the tolerance at which a code declares an amplitude zero. For g ≤ max(0, −w) they exhibit one non-stripe minimizer and do not classify all minimizers. The boundary g = max(0, −w) counts as non-stripe in this sense, which does not exclude a degenerate stripe state there. For n = 1 only the sufficiency of −w < g < u is proved. The form of F and the values of a, u, g, w are taken as given, and sixth-order terms, spin anisotropy, gradients, coupling to strain and fluctuations are absent.
